# Expanding the density-gradient term |∇n|²/n^(4/3) at a scaled density and a shifted gradient

For an unpolarised density n > 0 with gradient g, the gradient term, without its constant prefactor, is ‖g‖²/n^(4/3). The theorem evaluates it at density an and gradient ag + ch, with a > 0 and c real, and gives the result as (a^(2/3)‖g‖² + 2a^(−1/3)c⟨g,h⟩ + a^(−4/3)c²‖h‖²)/n^(4/3). This is a pointwise algebraic identity: g and h are arbitrary vectors in a real inner product space, and g need not be the derivative of a density function. The attempt writes every power of a in terms of a^(−4/3), expands the squared norm, replaces a^(−4/3) by a variable `A`, and leaves the remaining algebra to `ring`.

The failing Lean file:

```lean
import Mathlib

noncomputable section

namespace SpinScaledGradient

variable {E : Type*} [NormedAddCommGroup E] [InnerProductSpace ℝ E]

/-- The gradient term `|∇n|² / n^(4/3)` of an unpolarised density `n > 0` with gradient `g`,
without its constant prefactor. -/
def gradTerm (n : ℝ) (g : E) : ℝ := ‖g‖ ^ 2 / n ^ (4 / 3 : ℝ)

/-- The gradient term at density `a n` and gradient `a g + c h`, for `a > 0` and `n > 0`, expanded
in powers of `a`. -/
theorem gradTerm_channel {a n : ℝ} (ha : 0 < a) (hn : 0 < n) (c : ℝ) (g h : E) :
    gradTerm (a * n) (a • g + c • h) =
      (a ^ (2 / 3 : ℝ) * ‖g‖ ^ 2 + 2 * a ^ (-1 / 3 : ℝ) * c * inner ℝ g h +
        a ^ (-4 / 3 : ℝ) * c ^ 2 * ‖h‖ ^ 2) / n ^ (4 / 3 : ℝ) := by
  -- every power of `a` is expressed through `a ^ (-4/3)`
  have h1 : a ^ (2 / 3 : ℝ) = a ^ 2 * a ^ (-4 / 3 : ℝ) := by
    rw [← Real.rpow_natCast a 2, ← Real.rpow_add ha]
    norm_num
  have h2 : a ^ (-1 / 3 : ℝ) = a * a ^ (-4 / 3 : ℝ) := by
    have h := Real.rpow_add ha 1 (-4 / 3)
    rw [Real.rpow_one] at h
    rw [← h]
    norm_num
  have h3 : (a * n) ^ (4 / 3 : ℝ) = (a ^ (-4 / 3 : ℝ))⁻¹ * n ^ (4 / 3 : ℝ) := by
    rw [Real.mul_rpow ha.le hn.le, ← Real.rpow_neg ha.le]
    norm_num
  have h4 : ‖a • g + c • h‖ ^ 2 =
      a ^ 2 * ‖g‖ ^ 2 + 2 * a * c * inner ℝ g h + c ^ 2 * ‖h‖ ^ 2 := by
    rw [norm_add_sq_real, norm_smul, norm_smul, real_inner_smul_left,
      real_inner_smul_right, mul_pow, mul_pow, Real.norm_eq_abs, Real.norm_eq_abs,
      sq_abs, sq_abs]
    ring
  unfold gradTerm
  rw [h4, h3, h1, h2]
  generalize a ^ (-4 / 3 : ℝ) = A
  ring

end SpinScaledGradient
```

Messages:

```
Try this:
  [apply] ring_nf
  
  The `ring` tactic failed to close the goal. Use `ring_nf` to obtain a normal form.
    
  Note that `ring` works primarily in *commutative* rings. If you have a noncommutative ring, abelian group or module, consider using `noncomm_ring`, `abel` or `module` instead.
Main.lean:18:65: error: unsolved goals
E : Type u_1
inst✝¹ : NormedAddCommGroup E
inst✝ : InnerProductSpace ℝ E
a n : ℝ
ha : 0 < a
hn : 0 < n
c : ℝ
g h : E
h1 : a ^ (2 / 3) = a ^ 2 * a ^ (-4 / 3)
h2 : a ^ (-1 / 3) = a * a ^ (-4 / 3)
h3 : (a * n) ^ (4 / 3) = (a ^ (-4 / 3))⁻¹ * n ^ (4 / 3)
h4 : ‖a • g + c • h‖ ^ 2 = a ^ 2 * ‖g‖ ^ 2 + 2 * a * c * inner ℝ g h + c ^ 2 * ‖h‖ ^ 2
A : ℝ
⊢ a * c * inner ℝ g h * A⁻¹⁻¹ * (n ^ (4 / 3))⁻¹ * 2 + a ^ 2 * ‖g‖ ^ 2 * A⁻¹⁻¹ * (n ^ (4 / 3))⁻¹ +
      c ^ 2 * ‖h‖ ^ 2 * A⁻¹⁻¹ * (n ^ (4 / 3))⁻¹ =
    a * c * inner ℝ g h * A * (n ^ (4 / 3))⁻¹ * 2 + a ^ 2 * ‖g‖ ^ 2 * A * (n ^ (4 / 3))⁻¹ +
      c ^ 2 * ‖h‖ ^ 2 * A * (n ^ (4 / 3))⁻¹
```

What went wrong. The error is the goal that `ring` left unsolved; the suggestion to use `ring_nf` only offers a normal form. The two sides of that goal agree term by term, except that the left has `A⁻¹⁻¹` where the right has `A`. The double inverse comes from `h3`, which puts `A⁻¹` in the denominator on the left. Dividing by it inverts it again, and `ring` did not reduce the result to `A`.

The added `simp only` does this reduction first. `div_eq_mul_inv` turns division into multiplication by an inverse, `mul_inv` distributes the inverse over the denominator's product, and `inv_inv` replaces `A⁻¹⁻¹` by `A`. `ring` can then match the two sides.

The added `generalize` names `n ^ (4 / 3 : ℝ)` as `N`, which keeps `div_eq_mul_inv` from also rewriting the division in the exponent. This is tidying: the factors of n already agreed in the unsolved goal.

The mended proof, as a diff:

```diff
@@ -38,4 +38,6 @@
   rw [h4, h3, h1, h2]
   generalize a ^ (-4 / 3 : ℝ) = A
+  generalize n ^ (4 / 3 : ℝ) = N
+  simp only [div_eq_mul_inv, mul_inv, inv_inv]
   ring
 
```
